# At relative index n, the largest s–p phase difference in one total internal reflection is 2 arctan((1 − n²)/(2n))

Let a plane light wave meet a flat, sharp interface between two lossless, isotropic, non-magnetic media at angle of incidence a, with 0 < a < π/2, and let n be the index of the second medium divided by that of the first. If 0 < n < sin a, reflection is total. With time dependence exp(−iωt), and with the p coefficient taken for the magnetic field, the reflection coefficients have phases −d_s and −d_p, where

d_s = 2 arctan(k / cos a)
d_p = 2 arctan(k / (n² cos a)), with k = √(sin² a − n²).

They satisfy

tan((d_p − d_s)/2) = cos a · k / sin² a ≤ (1 − n²)/(2n),

with equality exactly when sin² a = 2n²/(1 + n²). For every 0 < n < 1 this angle exists and lies in the range of total reflection.

## Checking the reflected phase in an optics code

When light with both s and p components is totally reflected, for example in a prism, the relative phase of the two reflected components helps to determine the outgoing polarisation. An optics code that tracks polarisation can compute this phase from the Fresnel coefficients. For a single sharp interface between lossless, isotropic, non-magnetic media, the closed form and the bound give a direct check on that phase.

With time dependence exp(−iωt), the transmitted normal wavevector in units of the incident wavenumber is i·k, which describes a wave decaying away from the interface. The Fresnel coefficients are

r_s = (cos a − i k)/(cos a + i k)
r_p = (n² cos a − i k)/(n² cos a + i k).

The code can then take

δ = arg(r_s / r_p) = d_p − d_s

and compare tan(δ/2) with cos a · k / sin² a. For n = 2/3 the bound is 5/12, so δ reaches at most about 45.24°, at a ≈ 51.67°.

Two conventions affect this comparison. With time dependence exp(+iωt) the decaying wave has −i·k in place of i·k, which conjugates both coefficients and reverses the sign of δ. The coefficient r_p above is a ratio of magnetic field amplitudes; a code that defines it with the opposite sign finds δ shifted by π.

## From the Fresnel quotients to a perfect square

Both coefficients have the form (x − i y)/(x + i y) with x > 0. Put θ = arctan(y/x) and ρ = √(x² + y²). Then x + i y = ρ exp(iθ) and x − i y = ρ exp(−iθ), so the quotient is exp(−2iθ). With y = k, and with x = cos a or x = n² cos a, this gives

r_s = exp(−i d_s), r_p = exp(−i d_p).

For the difference, set u = k/(n² cos a) and v = k/cos a. The subtraction formula for the tangent gives

tan((d_p − d_s)/2) = (u − v)/(1 + u v).

The numerator and denominator are

u − v = k (1 − n²)/(n² cos a)
1 + u v = (n² cos² a + k²)/(n² cos² a).

The definition of k gives

n² cos² a + k² = n² (1 − sin² a) + sin² a − n² = (1 − n²) sin² a.

Since n < sin a < 1, the factor 1 − n² is positive and cancels, leaving

tan((d_p − d_s)/2) = cos a · k / sin² a.

Multiplying the claimed bound by the positive quantity 2n sin² a turns it into

2 n cos a · k ≤ (1 − n²) sin² a = n² cos² a + k²,

which is (k − n cos a)² ≥ 0. Equality means k = n cos a. Both sides are positive, so this is equivalent to k² = n² cos² a, that is

sin² a − n² = n² − n² sin² a,

or sin² a = 2n²/(1 + n²). For 0 < n < 1 this value lies strictly between n² and 1, so a = arcsin √(2n²/(1 + n²)) is an admissible angle.

A bound on a tangent does not by itself bound the angle, because the tangent is negative just beyond π/2. Here both arctangents lie between 0 and π/2, so half the phase difference lies strictly between −π/2 and π/2. The arctangent is increasing, hence

d_p − d_s ≤ 2 arctan((1 − n²)/(2n)).

If the difference is a quarter wave, π/2, the tangent of its half is 1. The bound then requires 2n ≤ 1 − n², or (n + 1)² ≤ 2, so n ≤ √2 − 1.

## The Lean file

```lean
import Mathlib

namespace TotalInternalReflection

noncomputable section

/-- Normal decay constant of the evanescent wave, in units of the incident wavenumber,
for relative index `n` and angle of incidence `a`. -/
def decay (n a : ℝ) : ℝ := √(Real.sin a ^ 2 - n ^ 2)

/-- The angle `d_s = 2 arctan (k / cos a)` for s polarisation, with `k = decay n a`. -/
def phaseS (n a : ℝ) : ℝ := 2 * Real.arctan (decay n a / Real.cos a)

/-- The angle `d_p = 2 arctan (k / (n² cos a))` for p polarisation, with `k = decay n a`. -/
def phaseP (n a : ℝ) : ℝ := 2 * Real.arctan (decay n a / (n ^ 2 * Real.cos a))

/-- Fresnel coefficient for s polarisation with an evanescent transmitted wave. -/
def reflS (n a : ℝ) : ℂ :=
  ((Real.cos a : ℂ) - Complex.I * (decay n a : ℂ)) /
    ((Real.cos a : ℂ) + Complex.I * (decay n a : ℂ))

/-- Fresnel coefficient for p polarisation with an evanescent transmitted wave. -/
def reflP (n a : ℝ) : ℂ :=
  (((n ^ 2 * Real.cos a : ℝ) : ℂ) - Complex.I * (decay n a : ℂ)) /
    (((n ^ 2 * Real.cos a : ℝ) : ℂ) + Complex.I * (decay n a : ℂ))

/-- For `x > 0` the quotient `(x - iy)/(x + iy)` is the phase factor with angle
`-2 arctan (y/x)`. -/
theorem phase_factor (x y : ℝ) (hx : 0 < x) :
    ((x : ℂ) - Complex.I * (y : ℂ)) / ((x : ℂ) + Complex.I * (y : ℂ)) =
      Complex.exp (-(Complex.I * ((2 * Real.arctan (y / x) : ℝ) : ℂ))) := by
  have ht := Real.tan_arctan (y / x)
  have hc := Real.cos_arctan_pos (y / x)
  generalize Real.arctan (y / x) = θ at *
  rw [Real.tan_eq_sin_div_cos, div_eq_div_iff hc.ne' hx.ne'] at ht
  have htC : (Real.sin θ : ℂ) * (x : ℂ) = (y : ℂ) * (Real.cos θ : ℂ) := by
    exact_mod_cast ht
  have hu : (Real.sin θ : ℂ) ^ 2 + (Real.cos θ : ℂ) ^ 2 = 1 := by
    exact_mod_cast Real.sin_sq_add_cos_sq θ
  have hE : Complex.exp (-(Complex.I * ((2 * θ : ℝ) : ℂ))) =
      ((Real.cos θ : ℂ) - Complex.I * (Real.sin θ : ℂ)) ^ 2 := by
    have h1 : Complex.exp (-(Complex.I * ((2 * θ : ℝ) : ℂ))) =
        Complex.exp (-(θ : ℂ) * Complex.I) ^ 2 := by
      rw [← Complex.exp_nat_mul]
      congr 1
      push_cast
      ring
    rw [h1, Complex.exp_mul_I, Complex.cos_neg, Complex.sin_neg,
      Complex.ofReal_cos, Complex.ofReal_sin]
    ring
  have hd : (x : ℂ) + Complex.I * (y : ℂ) ≠ 0 := by
    intro h
    have h2 := congrArg Complex.re h
    simp at h2
    linarith
  have hcC : (Real.cos θ : ℂ) ≠ 0 := by exact_mod_cast hc.ne'
  rw [hE, div_eq_iff hd]
  apply mul_left_cancel₀ hcC
  -- use `y cos θ = x sin θ` and `sin² θ + cos² θ = 1`
  linear_combination
    (Complex.I + Complex.I * ((Real.cos θ : ℂ) - Complex.I * (Real.sin θ : ℂ)) ^ 2) * htC
    - (x : ℂ) * ((Real.cos θ : ℂ) - Complex.I * (Real.sin θ : ℂ)) * hu
    + (x : ℂ) * ((Real.cos θ : ℂ) - Complex.I * (Real.sin θ : ℂ)) *
      (Real.sin θ : ℂ) ^ 2 * Complex.I_sq

/-- Signs and the relation `n² cos² a + k² = (1 - n²) sin² a` in total reflection. -/
theorem tir_relations {n a : ℝ} (hn : 0 < n) (ha : 0 < a) (ha' : a < Real.pi / 2)
    (h : n < Real.sin a) :
    0 < Real.cos a ∧ 0 < decay n a ∧ n ^ 2 < 1 ∧
      decay n a ^ 2 = Real.sin a ^ 2 - n ^ 2 ∧
      n ^ 2 * Real.cos a ^ 2 + decay n a ^ 2 = (1 - n ^ 2) * Real.sin a ^ 2 := by
  have hpos : 0 < Real.sin a ^ 2 - n ^ 2 := by nlinarith
  have hk : decay n a ^ 2 = Real.sin a ^ 2 - n ^ 2 := Real.sq_sqrt hpos.le
  refine ⟨Real.cos_pos_of_mem_Ioo ⟨by linarith, ha'⟩, Real.sqrt_pos.mpr hpos, ?_, hk, ?_⟩
  · nlinarith [Real.sin_sq_add_cos_sq a, sq_nonneg (Real.cos a)]
  · linear_combination hk + n ^ 2 * Real.sin_sq_add_cos_sq a

/-- In total reflection both Fresnel coefficients are pure phase factors, with phases
`-d_s` and `-d_p`. -/
theorem fresnel_phases {n a : ℝ} (hn : 0 < n) (ha : 0 < a) (ha' : a < Real.pi / 2)
    (h : n < Real.sin a) :
    reflS n a = Complex.exp (-(Complex.I * (phaseS n a : ℂ))) ∧
      reflP n a = Complex.exp (-(Complex.I * (phaseP n a : ℂ))) := by
  have hc := (tir_relations hn ha ha' h).1
  exact ⟨phase_factor _ _ hc, phase_factor _ _ (by positivity)⟩

/-- The tangent of half the phase difference is `cos a · k / sin² a`. -/
theorem tan_half_difference {n a : ℝ} (hn : 0 < n) (ha : 0 < a) (ha' : a < Real.pi / 2)
    (h : n < Real.sin a) :
    Real.tan ((phaseP n a - phaseS n a) / 2) =
      Real.cos a * decay n a / Real.sin a ^ 2 := by
  obtain ⟨hc, hk, hn1, -, hrel⟩ := tir_relations hn ha ha' h
  have hs : Real.sin a ≠ 0 := (hn.trans h).ne'
  have hm : 1 - n ^ 2 ≠ 0 := by linarith
  -- subtraction formula for two arctangents
  have key : ∀ u v : ℝ,
      Real.tan (Real.arctan u - Real.arctan v) = (u - v) / (1 + u * v) := by
    intro u v
    have hsin : ∀ w : ℝ, Real.sin (Real.arctan w) = w * Real.cos (Real.arctan w) := by
      intro w
      have hw := Real.tan_arctan w
      rwa [Real.tan_eq_sin_div_cos, div_eq_iff (Real.cos_arctan_pos w).ne'] at hw
    have hne := (mul_pos (Real.cos_arctan_pos u) (Real.cos_arctan_pos v)).ne'
    rw [Real.tan_eq_sin_div_cos, Real.sin_sub, Real.cos_sub, hsin u, hsin v,
      ← mul_div_mul_left (u - v) (1 + u * v) hne]
    congr 1 <;> ring
  have hhalf : (phaseP n a - phaseS n a) / 2 =
      Real.arctan (decay n a / (n ^ 2 * Real.cos a)) -
        Real.arctan (decay n a / Real.cos a) := by
    unfold phaseP phaseS
    ring
  have hnum : decay n a / (n ^ 2 * Real.cos a) - decay n a / Real.cos a =
      decay n a * (1 - n ^ 2) / (n ^ 2 * Real.cos a) := by
    field_simp
  have hden : 1 + decay n a / (n ^ 2 * Real.cos a) * (decay n a / Real.cos a) =
      (n ^ 2 * Real.cos a ^ 2 + decay n a ^ 2) / (n ^ 2 * Real.cos a ^ 2) := by
    field_simp
  rw [hhalf, key, hnum, hden, hrel]
  field_simp

/-- In total internal reflection `tan ((d_p - d_s)/2) ≤ (1 - n²)/(2n)`, with equality
exactly when `sin² a = 2n²/(1 + n²)`. -/
theorem tan_half_difference_le {n a : ℝ} (hn : 0 < n) (ha : 0 < a)
    (ha' : a < Real.pi / 2) (h : n < Real.sin a) :
    Real.tan ((phaseP n a - phaseS n a) / 2) ≤ (1 - n ^ 2) / (2 * n) ∧
      (Real.tan ((phaseP n a - phaseS n a) / 2) = (1 - n ^ 2) / (2 * n) ↔
        Real.sin a ^ 2 = 2 * n ^ 2 / (1 + n ^ 2)) := by
  obtain ⟨hc, hk, -, hk2, hrel⟩ := tir_relations hn ha ha' h
  have hs : 0 < Real.sin a ^ 2 := pow_pos (hn.trans h) 2
  have h2n : 0 < 2 * n := by linarith
  have hq : (1 + n ^ 2) ≠ 0 := by positivity
  have hcs := Real.sin_sq_add_cos_sq a
  rw [tan_half_difference hn ha ha' h]
  constructor
  · -- the bound is `(k - n cos a)² ≥ 0`
    rw [div_le_div_iff₀ hs h2n]
    nlinarith [sq_nonneg (decay n a - n * Real.cos a)]
  · rw [div_eq_div_iff hs.ne' h2n.ne', eq_div_iff hq]
    constructor
    · intro e
      have h0 : (decay n a - n * Real.cos a) ^ 2 = 0 := by
        linear_combination hrel - e
      have h1 : decay n a - n * Real.cos a = 0 := pow_eq_zero_iff (two_ne_zero) |>.mp h0
      linear_combination (decay n a + n * Real.cos a) * h1 - hk2 + n ^ 2 * hcs
    · intro e
      have h0 : (decay n a - n * Real.cos a) * (decay n a + n * Real.cos a) = 0 := by
        linear_combination e + hk2 - n ^ 2 * hcs
      have hp : decay n a + n * Real.cos a ≠ 0 := by positivity
      have h1 := (mul_eq_zero.mp h0).resolve_right hp
      linear_combination hrel - (decay n a - n * Real.cos a) * h1

/-- For every relative index `0 < n < 1` some angle of total reflection attains the
bound. -/
theorem bound_attained {n : ℝ} (hn : 0 < n) (hn1 : n < 1) :
    ∃ a : ℝ, 0 < a ∧ a < Real.pi / 2 ∧ n < Real.sin a ∧
      Real.tan ((phaseP n a - phaseS n a) / 2) = (1 - n ^ 2) / (2 * n) := by
  have hq : 0 < 1 + n ^ 2 := by positivity
  have hsq : n ^ 2 < 1 := by nlinarith
  have hx0 : 0 < 2 * n ^ 2 / (1 + n ^ 2) := by positivity
  have hx1 : 2 * n ^ 2 / (1 + n ^ 2) < 1 := by
    rw [div_lt_iff₀ hq]
    linarith
  have hxn : n ^ 2 < 2 * n ^ 2 / (1 + n ^ 2) := by
    rw [lt_div_iff₀ hq]
    nlinarith [mul_pos (pow_pos hn 2) (sub_pos.mpr hsq)]
  have hr0 := Real.sqrt_pos.mpr hx0
  have hr1 : √(2 * n ^ 2 / (1 + n ^ 2)) < 1 :=
    (Real.sqrt_lt' one_pos).mpr (by linarith)
  have hsin := Real.sin_arcsin (by linarith) hr1.le
  have ha := Real.arcsin_pos.mpr hr0
  have ha' := Real.arcsin_lt_pi_div_two.mpr hr1
  have hlt : n < Real.sin (Real.arcsin √(2 * n ^ 2 / (1 + n ^ 2))) := by
    rw [hsin]
    exact (Real.lt_sqrt hn.le).mpr hxn
  refine ⟨_, ha, ha', hlt, (tan_half_difference_le hn ha ha' hlt).2.mpr ?_⟩
  rw [hsin, Real.sq_sqrt hx0.le]

/-- In total internal reflection the phase difference `d_p - d_s` itself is at most `2 arctan ((1 -
n²)/(2n))`. -/
theorem phase_difference_le {n a : ℝ} (hn : 0 < n) (ha : 0 < a)
    (ha' : a < Real.pi / 2) (h : n < Real.sin a) :
    phaseP n a - phaseS n a ≤ 2 * Real.arctan ((1 - n ^ 2) / (2 * n)) := by
  obtain ⟨hc, hk, -, -, -⟩ := tir_relations hn ha ha' h
  have hp : 0 < Real.arctan (decay n a / (n ^ 2 * Real.cos a)) := by
    rw [← Real.arctan_zero]
    exact Real.arctan_strictMono (by positivity)
  have hs : 0 < Real.arctan (decay n a / Real.cos a) := by
    rw [← Real.arctan_zero]
    exact Real.arctan_strictMono (by positivity)
  have hp' := Real.arctan_lt_pi_div_two (decay n a / (n ^ 2 * Real.cos a))
  have hs' := Real.arctan_lt_pi_div_two (decay n a / Real.cos a)
  -- half the difference lies on the principal branch of the tangent
  have hb := Real.arctan_strictMono.monotone (tan_half_difference_le hn ha ha' h).1
  rw [Real.arctan_tan (by unfold phaseP phaseS; linarith)
    (by unfold phaseP phaseS; linarith)] at hb
  linarith

/-- A phase difference of a quarter wave in one total reflection requires
`n ≤ √2 - 1`. -/
theorem quarter_wave_index {n a : ℝ} (hn : 0 < n) (ha : 0 < a)
    (ha' : a < Real.pi / 2) (h : n < Real.sin a)
    (hq : phaseP n a - phaseS n a = Real.pi / 2) : n ≤ √2 - 1 := by
  have hb := (tan_half_difference_le hn ha ha' h).1
  rw [hq, show Real.pi / 2 / 2 = Real.pi / 4 by ring, Real.tan_pi_div_four,
    le_div_iff₀ (by linarith)] at hb
  have h1 : n + 1 ≤ √2 := (Real.le_sqrt' (by linarith)).mpr (by nlinarith)
  linarith

end

end TotalInternalReflection
```

```lean
#print axioms TotalInternalReflection.fresnel_phases
#print axioms TotalInternalReflection.bound_attained
#print axioms TotalInternalReflection.phase_difference_le
#print axioms TotalInternalReflection.quarter_wave_index
```

```
'TotalInternalReflection.fresnel_phases' depends on axioms: [propext, Classical.choice, Quot.sound]
'TotalInternalReflection.bound_attained' depends on axioms: [propext, Classical.choice, Quot.sound]
'TotalInternalReflection.phase_difference_le' depends on axioms: [propext, Classical.choice, Quot.sound]
'TotalInternalReflection.quarter_wave_index' depends on axioms: [propext, Classical.choice, Quot.sound]
```

## How the Lean statements describe the interface

The real numbers `n` and `a` are the relative index and the angle in radians. `decay n a` is k, `phaseS` and `phaseP` are d_s and d_p, and `reflS` and `reflP` are the complex coefficients r_s and r_p. The hypotheses `hn`, `ha`, `ha'` and `h` say that n is positive, that a lies strictly between 0 and π/2, and that n < sin a. The critical angle and grazing incidence are therefore excluded. The condition n < 1 follows from these hypotheses; only `bound_attained`, which has no given angle, assumes it.

`fresnel_phases` connects the arctangents to the coefficients, and `tan_half_difference` is the closed form. `tan_half_difference_le` contains the inequality and the equality condition, while `bound_attained` supplies an angle for each n. `phase_difference_le` bounds the phase itself, and `quarter_wave_index` gives the necessary condition on n.

## How the proof follows the algebra

`phase_factor` replaces the polar form by trigonometric identities. It rewrites tan θ = y/x as sin θ · x = y cos θ and the exponential as (cos θ − i sin θ)². After the denominator is cleared, `linear_combination` checks the remaining complex identity. `fresnel_phases` applies this lemma once for each polarisation.

`tir_relations` collects the signs of cos a and k, the inequality n² < 1, and the identity n² cos² a + k² = (1 − n²) sin² a. In `tan_half_difference`, the local statement `key` is the subtraction formula; `hnum` and `hden` are the numerator and denominator computed above, and `hrel` brings in the identity.

In `tan_half_difference_le`, `div_le_div_iff₀` clears the denominators and `nlinarith` receives the square (k − n cos a)². For equality, the forward direction shows that this square is zero. The reverse direction factors k² − n² cos² a and uses k + n cos a > 0 to obtain k = n cos a.

`bound_attained` builds the optimal angle with `Real.arcsin` and checks that it is admissible. `phase_difference_le` applies the increasing arctangent to the tangent bound; `Real.arctan_tan` requires the branch condition, which comes from the ranges of the two arctangents. `quarter_wave_index` inserts tan(π/4) = 1 and solves the quadratic inequality.

## Range of validity for the interface model

The Fresnel coefficients enter as definitions. Their derivation from Maxwell's equations and the boundary conditions at the interface is not part of the file. The real relative index n stands for two lossless media at one frequency, and the forms of r_s and r_p assume equal magnetic permeabilities. Absorption, anisotropy, coatings and a second interface close enough to disturb the evanescent wave require other coefficients.

The definitions `reflS` and `reflP` are meant for total reflection only. Below the critical angle Lean's real square root of a negative number is 0, so both would return 1 instead of the partial reflection amplitude.

The theorems concern exact real numbers, so a floating-point comparison needs a tolerance, particularly near the optimal angle, where the bound is attained. The quarter-wave theorem runs in one direction: it rules out n > √2 − 1. That a suitable angle exists for each smaller positive n follows from a continuity argument between the critical and optimal angles, which the file does not contain.
